# The Fermi-point parity criterion for the Kitaev invariant of a single-band chain

## Dispersion, pairing and invariant

Take a chain of spinless fermions with one orbital per site and real, inversion-symmetric hopping of finite range. Its normal-state energy, measured from the chemical potential, is a real polynomial in \(\cos k\):
\[
\xi(k)=p(\cos k).
\]
When superconducting pairing is added, is the \(\mathbb Z_2\) invariant of the chain already fixed by the normal band? For this mean-field model it is, and under the conditions below it can be read from the parity of a root count.

```lean
import Mathlib

open Polynomial Matrix

namespace FermiPointParity

noncomputable section
```

The polynomial \(p\) has type `ℝ[X]`, and `p.eval x` is its value at \(x\). In particular \(\xi(0)=p(1)\) and \(\xi(\pi)=p(-1)\).

```lean
/-- The normal-state dispersion `ξ(k) = p(cos k)` of a chain with real, inversion-symmetric
hopping of finite range. -/
def dispersion (p : ℝ[X]) (k : ℝ) : ℝ := p.eval (Real.cos k)
```

For \(p\neq0\), let \(N\) be the number of roots of \(p\) in \((-1,1)\), counted with multiplicity. Despite its name, `fermiCount` counts these roots and not momenta.

```lean
/-- For nonzero `p`, the number of roots of `p` in the open interval `(-1, 1)`, counted with
multiplicity. For `p = 0` the value is 0. -/
def fermiCount (p : ℝ[X]) : ℕ := (p.roots.filter (fun x => -1 < x ∧ x < 1)).card
```

The Fermi points themselves are the zeros of \(\xi\) with \(0<k<\pi\). Their mirror images at \(-k\) are left out; over the whole Brillouin zone the two sets together would always give an even number.

```lean
/-- The Fermi points: momenta strictly between `0` and `π` at which the dispersion vanishes. -/
def fermiPoints (p : ℝ[X]) : Set ℝ := {k | k ∈ Set.Ioo 0 Real.pi ∧ dispersion p k = 0}
```

With a real function \(\Delta(k)\) and the phase of the pairing fixed by a factor \(i\), the Bogoliubov–de Gennes matrix is
\[
H(k)=\begin{pmatrix}\xi(k)& i\Delta(k)\\ -i\Delta(k)&-\xi(k)\end{pmatrix}.
\]

```lean
/-- The Bogoliubov–de Gennes matrix with dispersion `p(cos k)` and pairing `Δ(k)`. -/
def bdg (p : ℝ[X]) (Δ : ℝ → ℝ) (k : ℝ) : Matrix (Fin 2) (Fin 2) ℂ :=
  !![(dispersion p k : ℂ), Complex.I * (Δ k : ℂ);
     -Complex.I * (Δ k : ℂ), -(dispersion p k : ℂ)]
```

The matrix \(H(k)\) acts on the column \((c_k,\,c_{-k}^\dagger)^T\). At \(k=0\) and \(k=\pi\) the momentum equals its own negative, up to a multiple of \(2\pi\), so this column is \(\Psi=(c,\,c^\dagger)^T\) with a single mode \(c\). That mode yields the Majorana operators \(\gamma_1=c+c^\dagger\) and \(\gamma_2=-i(c-c^\dagger)\), each with square 1. The matrix \(W\) of this change of basis satisfies \(W^\dagger W=2\), so the unitary matrix is \(W/\sqrt2\).

```lean
/-- The change of basis from `(c, c†)` to the Majorana operators `c + c†` and `-i(c - c†)`. -/
def toMajorana : Matrix (Fin 2) (Fin 2) ℂ := !![1, 1; -Complex.I, Complex.I]
```

Substituting \(\Psi=\tfrac12W^\dagger\gamma\) into \(\tfrac12\Psi^\dagger H\Psi\) gives \(\tfrac i4\sum_{ij}\gamma_iA_{ij}\gamma_j\) with
\[
A=-\tfrac i2\,WHW^\dagger .
\]

```lean
/-- The matrix `A(k) = -(i/2) W H(k) W†`, with `W` the matrix `toMajorana`. At `k = 0` and `k = π`,
with pairing that vanishes there, it is the matrix of the Hamiltonian written as `(i/4) ∑ γ A γ` in
Majorana operators. -/
def majoranaMatrix (p : ℝ[X]) (Δ : ℝ → ℝ) (k : ℝ) : Matrix (Fin 2) (Fin 2) ℂ :=
  (-Complex.I / 2) • (toMajorana * bdg p Δ k * toMajoranaᴴ)
```

The Kitaev invariant is \(\nu=\operatorname{sgn}\operatorname{Pf}A(0)\cdot\operatorname{sgn}\operatorname{Pf}A(\pi)\). Lean numbers rows and columns from 0, so the upper right entry is `0 1`. The value lies in `SignType`, which contains \(-1\), \(0\) and \(1\); zero occurs when one of the two Pfaffians vanishes.

```lean
/-- For pairing that vanishes at `0` and `π`, the Kitaev invariant: the product of the signs of the
Pfaffians of `A(0)` and `A(π)`, the Pfaffian of an antisymmetric two-by-two matrix being its upper
right entry. -/
def kitaevInvariant (p : ℝ[X]) (Δ : ℝ → ℝ) : SignType :=
  SignType.sign (majoranaMatrix p Δ 0 0 1).re *
    SignType.sign (majoranaMatrix p Δ Real.pi 0 1).re
```

## Roots and relative sign

Suppose that \(q\) has no real root. If \(q(1)q(-1)\le 0\), then zero lies between the two values, and the intermediate value theorem gives a root, a contradiction. Hence \(q(1)q(-1)>0\).

```lean
/-- A real polynomial without real roots has the same sign at `1` and at `-1`. -/
theorem same_sign_of_no_root (q : ℝ[X]) (h : ∀ x, q.eval x ≠ 0) :
    0 < q.eval 1 * q.eval (-1) := by
  by_contra hn
  have hz : (0 : ℝ) ∈ Set.range (fun x => q.eval x) := by
    rcases mul_nonpos_iff.mp (not_lt.mp hn) with ⟨h1, h2⟩ | ⟨h1, h2⟩
    · exact mem_range_of_exists_le_of_exists_ge q.continuous ⟨-1, h2⟩ ⟨1, h1⟩
    · exact mem_range_of_exists_le_of_exists_ge q.continuous ⟨1, h1⟩ ⟨-1, h2⟩
  obtain ⟨x, hx⟩ := hz
  exact h x hx
```

A linear factor \(x-a\) contributes
\[
(1-a)(-1-a)=a^2-1
\]
to the product of the values at \(\pm1\). This is negative for \(|a|<1\) and positive for \(|a|>1\). If \(n\) of the factors have \(a\in(-1,1)\) and none has \(a=\pm1\), the product therefore has sign \((-1)^n\). The proof is an induction on the multiset of roots, with one case for a new root inside the interval and one for a new root outside.

```lean
/-- For a product of linear factors `X - a` with no `a` equal to `1` or `-1`, the relative sign
of the values at `1` and `-1` is `(-1)^n`, where `n` counts the factors with `a` in `(-1, 1)`. -/
theorem linear_factors_sign (s : Multiset ℝ) (hs : ∀ a ∈ s, a ≠ 1 ∧ a ≠ -1) :
    0 < (-1 : ℝ) ^ (s.filter (fun x => -1 < x ∧ x < 1)).card *
      ((s.map (fun a => X - C a)).prod.eval 1 * (s.map (fun a => X - C a)).prod.eval (-1)) := by
  induction s using Multiset.induction_on with
  | empty => simp
  | cons a s ih =>
    have ih' := ih (fun b hb => hs b (Multiset.mem_cons_of_mem hb))
    obtain ⟨h1, h2⟩ := hs a (Multiset.mem_cons_self a s)
    simp only [Multiset.map_cons, Multiset.prod_cons, eval_mul, eval_sub, eval_X, eval_C]
    by_cases h : -1 < a ∧ a < 1
    · -- a root inside the interval reverses the relative sign
      rw [Multiset.filter_cons_of_pos (p := fun x : ℝ => -1 < x ∧ x < 1) s h,
        Multiset.card_cons, pow_succ]
      have hp : 0 < (1 - a) * (1 + a) := mul_pos (by linarith [h.2]) (by linarith [h.1])
      refine lt_of_lt_of_eq (mul_pos hp ih') ?_
      ring
    · -- a root outside leaves it unchanged
      rw [Multiset.filter_cons_of_neg (p := fun x : ℝ => -1 < x ∧ x < 1) s h]
      have hp : 0 < (1 - a) * (-1 - a) := by
        rcases lt_or_gt_of_ne h1 with h3 | h3
        · rcases lt_or_gt_of_ne h2 with h4 | h4
          · exact mul_pos (by linarith) (by linarith)
          · exact absurd ⟨h4, h3⟩ h
        · exact mul_pos_of_neg_of_neg (by linarith) (by linarith)
      refine lt_of_lt_of_eq (mul_pos hp ih') ?_
      ring
```

Now let \(p(1)\) and \(p(-1)\) be nonzero, and split off all real roots: \(p(x)=q(x)\prod_a(x-a)\), where \(q\) has no real root. The two previous results multiply to
\[
(-1)^N\,p(1)\,p(-1)>0,
\]
so \(N\) is odd exactly when \(p(1)p(-1)<0\). In the proof this inequality is `key`, and the last lines separate even from odd \(N\).

```lean
/-- If `p(1)` and `p(-1)` are nonzero, the number of roots of `p` in `(-1, 1)`, counted with
multiplicity, is odd exactly when `p(1) p(-1) < 0`. -/
theorem odd_fermiCount_iff (p : ℝ[X]) (h1 : p.eval 1 ≠ 0) (h2 : p.eval (-1) ≠ 0) :
    Odd (fermiCount p) ↔ p.eval 1 * p.eval (-1) < 0 := by
  -- split off all real roots
  obtain ⟨q, hq, -, hr⟩ := exists_prod_multiset_X_sub_C_mul p
  have hev : ∀ x, p.eval x = (p.roots.map (fun a => X - C a)).prod.eval x * q.eval x := by
    intro x
    rw [← eval_mul, hq]
  have hq0 : q ≠ 0 := by
    intro h
    apply h1
    rw [hev 1, h, eval_zero, mul_zero]
  have hqx : ∀ x, q.eval x ≠ 0 := by
    intro x hx
    have hm : x ∈ q.roots := (mem_roots hq0).2 hx
    rw [hr] at hm
    simp at hm
  have hs : ∀ a ∈ p.roots, a ≠ 1 ∧ a ≠ -1 := by
    intro a ha
    have hroot : p.eval a = 0 := isRoot_of_mem_roots ha
    exact ⟨fun h => h1 (h ▸ hroot), fun h => h2 (h ▸ hroot)⟩
  have key : 0 < (-1 : ℝ) ^ fermiCount p * (p.eval 1 * p.eval (-1)) := by
    rw [hev 1, hev (-1)]
    refine lt_of_lt_of_eq
      (mul_pos (linear_factors_sign p.roots hs) (same_sign_of_no_root q hqx)) ?_
    unfold fermiCount
    ring
  rcases Nat.even_or_odd (fermiCount p) with h | h
  · rw [h.neg_one_pow, one_mul] at key
    exact iff_of_false (Nat.not_odd_iff_even.mpr h) (not_lt_of_ge key.le)
  · rw [h.neg_one_pow] at key
    exact iff_of_true h (by linarith)
```

## From the Hamiltonian to the sign of p(1)p(−1)

Where \(\Delta(k)=0\), multiplying out the matrices gives
\[
A(k)=-\frac i2\begin{pmatrix}0&2i\xi\\-2i\xi&0\end{pmatrix}
=\begin{pmatrix}0&\xi\\-\xi&0\end{pmatrix},\qquad \operatorname{Pf}A(k)=\xi(k).
\]
Lean checks the four entries one by one.

```lean
/-- At a momentum where the pairing vanishes, the Majorana matrix is real and antisymmetric,
with the dispersion as its upper right entry. -/
theorem majoranaMatrix_of_pairing_zero (p : ℝ[X]) (Δ : ℝ → ℝ) {k : ℝ} (h : Δ k = 0) :
    majoranaMatrix p Δ k = !![0, (dispersion p k : ℂ); -(dispersion p k : ℂ), 0] := by
  have hW : toMajoranaᴴ = !![1, Complex.I; 1, -Complex.I] := by
    ext i j
    fin_cases i <;> fin_cases j <;> simp [toMajorana, Matrix.conjTranspose_apply]
  rw [majoranaMatrix, hW]
  ext i j
  fin_cases i <;> fin_cases j <;>
    simp [toMajorana, bdg, h] <;>
    ring_nf <;> simp [Complex.I_sq]
```

Fermi statistics makes the pairing of spinless fermions odd in \(k\), and the lattice makes it \(2\pi\)-periodic. These are the hypotheses `hodd` and `hper`. They give \(\Delta(0)=-\Delta(0)\) and \(\Delta(\pi)=\Delta(-\pi)=-\Delta(\pi)\), so both values vanish. The Pfaffians are then \(p(1)\) and \(p(-1)\), and \(\nu=\operatorname{sgn}\bigl(p(1)p(-1)\bigr)\).

```lean
/-- For odd, `2π`-periodic pairing the Kitaev invariant is the sign of `p(1) p(-1)`. -/
theorem kitaevInvariant_eq (p : ℝ[X]) (Δ : ℝ → ℝ) (hodd : ∀ k, Δ (-k) = -Δ k)
    (hper : ∀ k, Δ (k + 2 * Real.pi) = Δ k) :
    kitaevInvariant p Δ = SignType.sign (p.eval 1 * p.eval (-1)) := by
  -- the pairing vanishes at both momenta that equal their own negatives
  have h0 : Δ 0 = 0 := by
    have h := hodd 0
    rw [neg_zero] at h
    linarith
  have hpi : Δ Real.pi = 0 := by
    have h := hper (-Real.pi)
    rw [show -Real.pi + 2 * Real.pi = Real.pi by ring, hodd] at h
    linarith
  rw [kitaevInvariant, majoranaMatrix_of_pairing_zero p Δ h0,
    majoranaMatrix_of_pairing_zero p Δ hpi, sign_mul]
  simp [dispersion]
```

Together with the root count this gives the criterion: \(N\) is odd if and only if \(\nu=-1\). Since the pairing vanishes at \(0\) and \(\pi\), the conditions \(p(\pm1)\neq0\) say that the excitation gap is open at these two momenta.

```lean
/-- For odd, `2π`-periodic pairing and a dispersion `p(cos k)` nonzero at `k = 0` and `k = π`,
the number of roots of `p` in `(-1, 1)`, counted with multiplicity, is odd exactly when the
Kitaev invariant is `-1`. -/
theorem odd_fermiCount_iff_kitaev (p : ℝ[X]) (Δ : ℝ → ℝ) (hodd : ∀ k, Δ (-k) = -Δ k)
    (hper : ∀ k, Δ (k + 2 * Real.pi) = Δ k) (h1 : p.eval 1 ≠ 0) (h2 : p.eval (-1) ≠ 0) :
    Odd (fermiCount p) ↔ kitaevInvariant p Δ = -1 := by
  rw [kitaevInvariant_eq p Δ hodd hper, sign_eq_neg_one_iff]
  exact odd_fermiCount_iff p h1 h2
```

Reading \(\nu=-1\) as a topological superconducting phase takes one more step: for a pairing continuous in \(k\), the gap \(\sqrt{\xi^2+\Delta^2}\) must be open at every \(k\), so \(\Delta\) must not vanish at a Fermi point. The hypotheses don't require this; even \(\Delta=0\) satisfies them.

## Counting actual Fermi points

The Fermi velocity, in units with \(\hbar=1\), is
\[
\frac{d\xi}{dk}=-\sin k\;p'(\cos k).
\]
At a multiple root \(a=\cos k\) in \((-1,1)\) both \(p(a)\) and \(p'(a)\) vanish, so \(k\) is a Fermi point with zero velocity. If the band crosses zero energy with nonzero velocity at every Fermi point, all roots in \((-1,1)\) are therefore simple. The cosine maps \((0,\pi)\) one to one onto \((-1,1)\), so the number of Fermi points is \(N\).

The proof has the same three parts: `hnd` shows that no root is repeated, `himg` identifies the cosines of the Fermi points with the roots, and `hinj` is injectivity. `ncard` is the number of elements of a set.

```lean
/-- If `p` is not zero and the velocity `dξ/dk` is nonzero at every Fermi point, the number of
Fermi points equals the number of roots of `p` in `(-1, 1)` counted with multiplicity. -/
theorem ncard_fermiPoints (p : ℝ[X]) (hp : p ≠ 0)
    (hv : ∀ k ∈ fermiPoints p, deriv (dispersion p) k ≠ 0) :
    (fermiPoints p).ncard = fermiCount p := by
  have harc : ∀ a : ℝ, -1 < a → a < 1 → ∃ k ∈ Set.Ioo 0 Real.pi, Real.cos k = a := by
    intro a ha hb
    have hc := Real.cos_arccos ha.le hb.le
    refine ⟨Real.arccos a, ⟨lt_of_le_of_ne (Real.arccos_nonneg a) ?_,
      lt_of_le_of_ne (Real.arccos_le_pi a) ?_⟩, hc⟩
    · intro h
      rw [← h, Real.cos_zero] at hc
      linarith
    · intro h
      rw [h, Real.cos_pi] at hc
      linarith
  -- a multiple root would be a Fermi point with zero velocity
  have hnd : (p.roots.filter (fun x => -1 < x ∧ x < 1)).Nodup := by
    rw [Multiset.nodup_iff_count_le_one]
    intro a
    by_contra hn
    have hlt := not_le.mp hn
    have hm := Multiset.count_pos.mp (lt_trans Nat.zero_lt_one hlt)
    obtain ⟨-, ha, hb⟩ := Multiset.mem_filter.mp hm
    have hc := lt_of_lt_of_le hlt (Multiset.count_le_of_le a (Multiset.filter_le _ _))
    rw [count_roots] at hc
    obtain ⟨hr, hd⟩ := (one_lt_rootMultiplicity_iff_isRoot hp).mp hc
    obtain ⟨k, hk, rfl⟩ := harc a ha hb
    have hder : HasDerivAt (dispersion p)
        ((derivative p).eval (Real.cos k) * (-Real.sin k)) k :=
      (p.hasDerivAt (Real.cos k)).comp k (Real.hasDerivAt_cos k)
    apply hv k ⟨hk, hr⟩
    rw [hder.deriv, hd.eq_zero, zero_mul]
  -- the cosine matches Fermi points with roots
  have himg : Real.cos '' fermiPoints p =
      ((p.roots.filter (fun x => -1 < x ∧ x < 1)).toFinset : Set ℝ) := by
    ext a
    simp only [Set.mem_image, Finset.mem_coe, Multiset.mem_toFinset, Multiset.mem_filter,
      mem_roots hp]
    constructor
    · rintro ⟨k, ⟨hk, hz⟩, rfl⟩
      have hs := Real.sin_pos_of_pos_of_lt_pi hk.1 hk.2
      have hsc := Real.sin_sq_add_cos_sq k
      exact ⟨hz, by nlinarith [mul_pos hs hs, sq_nonneg (Real.cos k + 1)],
        by nlinarith [mul_pos hs hs, sq_nonneg (Real.cos k - 1)]⟩
    · rintro ⟨hr, ha, hb⟩
      obtain ⟨k, hk, rfl⟩ := harc a ha hb
      exact ⟨k, ⟨hk, hr⟩, rfl⟩
  have hsub : fermiPoints p ⊆ Set.Icc 0 Real.pi := by
    intro k hk
    obtain ⟨⟨hk0, hk1⟩, -⟩ := hk
    exact ⟨hk0.le, hk1.le⟩
  have hinj : Set.InjOn Real.cos (fermiPoints p) := Real.injOn_cos.mono hsub
  unfold fermiCount
  rw [← hinj.ncard_image, himg, Set.ncard_coe_finset,
    Multiset.toFinset_card_of_nodup hnd]
```

Inserting this equality into the criterion turns it into a statement about Fermi points: their number is odd exactly when \(\nu=-1\).

It is the multiplicities that are easily lost here. For \(p=X^2\) the band \(\cos^2k\) touches zero between \(0\) and \(\pi\) at \(k=\pi/2\) only. That is one Fermi point, an odd number, yet \(p(1)p(-1)=1\) and \(\nu=+1\). The double root counts twice, and \(N=2\) gives the right parity.

## The Kitaev chain

For \(\xi(k)=-2t\cos k-\mu\) and \(\Delta(k)=2d\sin k\), where \(d\) is the pairing amplitude usually written \(\Delta\),
\[
p(1)p(-1)=(-2t-\mu)(2t-\mu)=\mu^2-4t^2 .
\]
Hence \(\nu=-1\) exactly when \(|\mu|<|2t|\). The theorem holds for all real \(t\), \(\mu\) and \(d\); at \(d=0\) the chain with \(|\mu|<|2t|\) is a gapless normal metal, although the formula still returns \(-1\).

```lean
/-- For the Kitaev chain with dispersion `-2t cos k - μ` and pairing `2d sin k`, the Kitaev
invariant is `-1` exactly when `|μ| < |2t|`. -/
theorem kitaev_chain (t μ d : ℝ) :
    kitaevInvariant (C (-2 * t) * X - C μ) (fun k => 2 * d * Real.sin k) = -1 ↔
      |μ| < |2 * t| := by
  rw [kitaevInvariant_eq _ _ (fun k => by rw [Real.sin_neg]; ring)
    (fun k => by rw [Real.sin_add_two_pi]), sign_eq_neg_one_iff, ← sq_lt_sq]
  simp only [eval_sub, eval_mul, eval_C, eval_X]
  constructor <;> intro h <;> nlinarith

end

end FermiPointParity
```

For a spinless, single-band mean-field chain with a full gap, a computed normal-state band is thus enough to find the invariant, whatever the detailed form of the odd pairing.

```lean
#print axioms FermiPointParity.odd_fermiCount_iff_kitaev
#print axioms FermiPointParity.ncard_fermiPoints
#print axioms FermiPointParity.kitaev_chain
```

```
'FermiPointParity.odd_fermiCount_iff_kitaev' depends on axioms: [propext, Classical.choice, Quot.sound]
'FermiPointParity.ncard_fermiPoints' depends on axioms: [propext, Classical.choice, Quot.sound]
'FermiPointParity.kitaev_chain' depends on axioms: [propext, Classical.choice, Quot.sound]
```
